# The force-gradient splitting with positive steps agrees with $e^{t(A+B)}$ through $t^4$

## Question

Take $A=\sigma_x$, $B=\sigma_z$ and expand $e^{tB/6}e^{tA/2}e^{2tB/3}e^{tA/2}e^{tB/6}$ in the time step $t$. It matches $e^{t(A+B)}$ through $t^2$ and is off by $\sigma_x/18$ at $t^3$. With $[x,y]=xy-yx$ one has $[B,[A,B]]=-4\sigma_x$ here, so replacing $B$ in the middle factor by $C=B+c\,t^2[B,[A,B]]$ adds $\tfrac23c\,(-4\sigma_x)\,t^3$, and this cancels the error at $c=1/48$.

The claim is that this is general: for any $A,B$ in an algebra over $\mathbb Q$ and $c=1/48$,
$$e^{tB/6}\,e^{tA/2}\,e^{2tC/3}\,e^{tA/2}\,e^{tB/6}=e^{t(A+B)}\quad\text{modulo }t^4,$$
although all five step coefficients are positive. How is this stated and proved in Lean 4 with Mathlib, and is $1/48$ forced?

## Answer

The agreement holds one order further, modulo $t^5$, and $c=1/48$ is forced whenever the double commutator is nonzero. Both facts follow from one formula for the error at arbitrary rational $c$.

### Modelling choices

The operators live in a type `R` with `[Ring R] [Algebra ℚ R]`: an associative algebra with unit, not assumed commutative, in which one can divide by $k!$. Matrices of any size qualify, and so do differential operators with smooth coefficients. No norm, adjoint or topology is present.

The time step is the variable `X` of the power series ring `R⟦X⟧`; it commutes with everything. `coeff n f` is the coefficient $[t^n]f$, counted from $n=0$. Lean's `C x` is the constant series with value $x$, which is unrelated to the generator $C$ of the question; that generator is `gradPot c A B`, the series $B+c\,t^2D$ with
$$D=[B,[A,B]]=2BAB-BBA-ABB,$$
written `commut B (commut A B)`.

The exponential `fexp Y` is defined coefficient by coefficient, $[t^n]e^{Y}=\sum_{k\le n}[t^n]Y^k/k!$. When $Y$ has no constant term, $Y^k$ starts at $t^k$, so the terms with $k>n$ vanish and the finite sum is the full one. For a series with a constant term the definition would not give the exponential, but it is only applied in `step q Y`, which is $e^{qtY}$ with rational $q$ and carries an explicit factor `X`. The generator $Y$ of a step is itself a series, so that the middle factor can depend on $t$.

`scheme c A B` is the five-factor product $S_c(t)$ with $c\in\mathbb Q$ left free, and `propagator A B` is $U(t)=e^{t(A+B)}$. No sign or factor $i$ is built in: imaginary time $t=\tau$ (an inverse energy, as in $e^{-\tau(T+V)}$) for a Hamiltonian $T+V$ (kinetic plus potential energy) means $A=-T$, $B=-V$, and real time means $A=-iT/\hbar$, $B=-iV/\hbar$. Positivity is not the subject of a theorem; the numbers $1/6,\,1/2,\,2/3,\,1/2,\,1/6$ stand in the definition of `scheme`. Finally `Jet f a₀ a₁ a₂ a₃ a₄` says $f=a_0+a_1t+a_2t^2+a_3t^3+a_4t^4$ modulo $t^5$.

With $\kappa=\tfrac23\left(c-\tfrac1{48}\right)$ the final theorems read as follows. `scheme_defect` states, for all $c,A,B$,
$$S_c(t)-U(t)=\kappa D\,t^3+\frac{\kappa}{2}\big((A+B)D+D(A+B)\big)\,t^4\quad\text{modulo }t^5 .$$
`scheme_order_four` states $[t^n]S_{1/48}=[t^n]U$ for every $n<5$. `gradient_coefficient_unique` states that $D\neq0$ together with $[t^3]S_c=[t^3]U$ implies $c=1/48$; this is uniqueness of $c$ with the five step lengths held fixed. `gradient_free_witness` states that for the rational $2\times2$ matrices `sigmaX` and `sigmaZ` one has $D\ne0$ and $[t^3](S_0-U)=\sigma_x/18$.

### Derivation by hand

Every coefficient is a rational combination of words in $A$ and $B$. In $U$ the $t^n$ coefficient is $(A+B)^n/n!$, so each word of length $n$ has weight $1/n!$.

Start with $c=0$. A word arises in $S_0$ by distributing its letters, in order, over the five factors; a factor of length $q$ that supplies $k$ letters contributes $q^k/k!$. Two bookkeeping rules follow. The two $A$ factors have length $\tfrac12$ and sit after total $B$-length $s=\tfrac16$ and $s=\tfrac56$. The three $B$ factors have lengths $w=\tfrac16,\tfrac23,\tfrac16$ and sit after total $A$-length $r=0,\tfrac12,1$. A run of $k$ equal letters drawn from an available total length $\ell$ weighs $\ell^k/k!$. The product is palindromic, so a word and its reverse have the same weight.

Words in one letter have $\ell=1$ and weight $1/n!$, as in $U$.

A word with one $B$, with $j$ letters $A$ before it and $k$ after it, weighs $\sum w\,\dfrac{r^j}{j!}\dfrac{(1-r)^k}{k!}$. This is Simpson's rule for $\int_0^1 \frac{r^j(1-r)^k}{j!\,k!}\,dr=\frac1{(j+k+1)!}$, exact for $j+k\le3$. Written out up to reversal:
$$BA:\ \tfrac16+\tfrac23\cdot\tfrac12=\tfrac12,\qquad BAA:\ \tfrac16\cdot\tfrac12+\tfrac23\cdot\tfrac18=\tfrac16,\qquad ABA:\ \tfrac23\cdot\tfrac14=\tfrac16,$$
$$BAAA:\ \tfrac16\cdot\tfrac16+\tfrac23\cdot\tfrac1{48}=\tfrac1{24},\qquad ABAA:\ \tfrac23\cdot\tfrac12\cdot\tfrac18=\tfrac1{24}.$$
These words carry no error, and orders $t^0,t^1,t^2$ are settled.

A word with one $A$, with $j$ letters $B$ before it and $k$ after it, weighs $\sum\tfrac12\,\dfrac{s^j}{j!}\dfrac{(1-s)^k}{k!}$. At order three,
$$ABB,\ BBA:\ \tfrac14\left(\tfrac{25}{36}+\tfrac1{36}\right)=\tfrac{13}{72},\qquad BAB:\ \tfrac12\left(\tfrac5{36}+\tfrac5{36}\right)=\tfrac{10}{72},$$
against $\tfrac16=\tfrac{12}{72}$. Hence
$$[t^3](S_0-U)=\tfrac1{72}(ABB+BBA-2BAB)=-\tfrac1{72}D .$$

At order four the exact weight is $\tfrac1{24}=\tfrac6{144}$. The words with one $A$ give
$$ABBB,\ BBBA:\ \tfrac1{12}\cdot\tfrac{125+1}{216}=\tfrac7{144},\qquad BABB,\ BBAB:\ \tfrac14\cdot\tfrac{25+5}{216}=\tfrac5{144}.$$
For two letters $A$, both come from the first $A$ factor (weight $\tfrac18$), both from the second ($\tfrac18$), or one from each ($\tfrac14$, with $B$-length $\tfrac23$ between them):
$$AABB,\ BBAA:\ \tfrac18\cdot\tfrac{25}{72}+\left(\tfrac18+\tfrac14\right)\tfrac1{72}=\tfrac7{144},\qquad ABAB,\ BABA:\ \tfrac14\cdot\tfrac23\cdot\tfrac16=\tfrac4{144},$$
$$ABBA:\ \tfrac14\cdot\tfrac29=\tfrac8{144},\qquad BAAB:\ 2\cdot\tfrac18\cdot\tfrac5{36}+\tfrac14\cdot\tfrac1{36}=\tfrac6{144}.$$
In units of $\tfrac1{144}$ the errors are $+1$ for $ABBB,BBBA,AABB,BBAA$, $-1$ for $BABB,BBAB$, $-2$ for $ABAB,BABA$, $+2$ for $ABBA$ and $0$ for $BAAB$. Compare
$$AD+DA=2ABAB+2BABA-2ABBA-AABB-BBAA,$$
$$BD+DB=BBAB+BABB-BBBA-ABBB .$$
The errors are exactly $-\tfrac1{144}\big((A+B)D+D(A+B)\big)$.

Now switch on $c$. The middle exponent is $ty+t^3z$ with $y=\tfrac23B$ and $z=\tfrac23cD$. Its square is $t^2y^2+t^4(yz+zy)$ modulo $t^5$, and its third and fourth powers are $t^3y^3$ and $t^4y^4$, so
$$e^{ty+t^3z}=1+ty+\tfrac{t^2}2y^2+t^3\left(z+\tfrac16y^3\right)+t^4\left(\tfrac12(yz+zy)+\tfrac1{24}y^4\right)\quad\text{modulo }t^5 .$$
In the product, $z$ adds itself at $t^3$. At $t^4$ it is multiplied from the left by $\tfrac16B+\tfrac12A$ from the outer factors and by $\tfrac12y=\tfrac13B$ from the middle one, in total $\tfrac12(A+B)$, and by the same element from the right. The additions are $\tfrac23cD$ and $\tfrac12\cdot\tfrac23c\,\big((A+B)D+D(A+B)\big)$. Since $\tfrac23c-\tfrac1{72}=\kappa$, the error formula follows.

At $c=1/48$, $\kappa=0$ and both terms vanish. Conversely $\kappa D=0$ with $\kappa\neq0$ gives $D=\kappa^{-1}\kappa D=0$. For the Pauli matrices $B^2=1$ and $BAB=-A$, so $D=-2A-A-A=-4\sigma_x$ and $-D/72=\sigma_x/18$.

### The file

```lean
import Mathlib

open PowerSeries

namespace ForceGradient

noncomputable section

variable {R : Type*} [Ring R] [Algebra ℚ R]

/-- The commutator `[x, y] = x y - y x`. -/
def commut (x y : R) : R := x * y - y * x

/-- Formal exponential of a series `Y` in the time step `t` without constant term:
its `t^n` coefficient is that of `∑_{k ≤ n} Y^k / k!`. -/
def fexp (Y : R⟦X⟧) : R⟦X⟧ :=
  PowerSeries.mk fun n => ∑ k ∈ Finset.range (n + 1), (k.factorial : ℚ)⁻¹ • coeff n (Y ^ k)

/-- The substep `exp(q t Y)` of length `q t`, with a generator `Y` that may depend on `t`. -/
def step (q : ℚ) (Y : R⟦X⟧) : R⟦X⟧ := fexp (q • (X * Y))

/-- The modified generator `B + c t² [B,[A,B]]`. -/
def gradPot (c : ℚ) (A B : R) : R⟦X⟧ := C B + X ^ 2 * C (c • commut B (commut A B))

/-- The product `exp(tB/6) exp(tA/2) exp(2tC/3) exp(tA/2) exp(tB/6)` with
`C = B + c t² [B,[A,B]]`. -/
def scheme (c : ℚ) (A B : R) : R⟦X⟧ :=
  step (1 / 6) (C B) * step (1 / 2) (C A) * step (2 / 3) (gradPot c A B)
    * step (1 / 2) (C A) * step (1 / 6) (C B)

/-- The exact propagator `exp(t (A + B))`. -/
def propagator (A B : R) : R⟦X⟧ := step 1 (C (A + B))

/-- `f = a₀ + a₁ t + a₂ t² + a₃ t³ + a₄ t⁴` modulo `t⁵`. -/
def Jet (f : R⟦X⟧) (a₀ a₁ a₂ a₃ a₄ : R) : Prop :=
  coeff 0 f = a₀ ∧ coeff 1 f = a₁ ∧ coeff 2 f = a₂ ∧ coeff 3 f = a₃ ∧ coeff 4 f = a₄

/-- For a `t`-independent generator `x`, the `t^n` coefficient of `exp(q t x)` is
`(q x)^n / n!`. -/
theorem coeff_step_const (q : ℚ) (x : R) (n : ℕ) :
    coeff n (step q (C x)) = (n.factorial : ℚ)⁻¹ • (q • x) ^ n := by
  have sm : ∀ (m : ℕ) (f : R⟦X⟧), coeff m (q • f) = q • coeff m f := fun _ _ => rfl
  have e : q • (X * C x : R⟦X⟧) = X * C (q • x) := by
    ext m
    rw [sm, coeff_mul_C, coeff_mul_C, mul_smul_comm]
  -- t is central, so (t q x)^k = t^k (q x)^k
  have p : ∀ k : ℕ, (X * C (q • x) : R⟦X⟧) ^ k = X ^ k * C ((q • x) ^ k) := by
    intro k
    rw [(commute_X (C (q • x) : R⟦X⟧)).symm.mul_pow, map_pow]
  simp only [step, fexp, coeff_mk, e, p, coeff_mul_C, coeff_X_pow]
  rw [Finset.sum_eq_single n]
  · simp
  · intro k _ hk
    simp [Ne.symm hk]
  · intro h
    exact absurd (Finset.self_mem_range_succ n) h

omit [Algebra ℚ R] in
/-- Coefficients through `t⁴` of a product of two series. -/
theorem Jet.mul {f g : R⟦X⟧} {a₀ a₁ a₂ a₃ a₄ b₀ b₁ b₂ b₃ b₄ : R}
    (hf : Jet f a₀ a₁ a₂ a₃ a₄) (hg : Jet g b₀ b₁ b₂ b₃ b₄) :
    Jet (f * g) (a₀ * b₀) (a₀ * b₁ + a₁ * b₀) (a₀ * b₂ + a₁ * b₁ + a₂ * b₀)
      (a₀ * b₃ + a₁ * b₂ + a₂ * b₁ + a₃ * b₀)
      (a₀ * b₄ + a₁ * b₃ + a₂ * b₂ + a₃ * b₁ + a₄ * b₀) := by
  obtain ⟨rfl, rfl, rfl, rfl, rfl⟩ := hf
  obtain ⟨rfl, rfl, rfl, rfl, rfl⟩ := hg
  refine ⟨?_, ?_, ?_, ?_, ?_⟩
  all_goals rw [coeff_mul, Finset.Nat.sum_antidiagonal_eq_sum_range_succ_mk]
  all_goals simp [Finset.sum_range_succ]

/-- Coefficients through `t⁴` of `exp(Y)` when `Y = t y + t³ z` modulo `t⁵`. -/
theorem jet_fexp {Y : R⟦X⟧} {y z : R} (hY : Jet Y 0 y 0 z 0) :
    Jet (fexp Y) 1 y ((1 / 2 : ℚ) • (y * y)) (z + (1 / 6 : ℚ) • (y * y * y))
      ((1 / 2 : ℚ) • (y * z + z * y) + (1 / 24 : ℚ) • (y * y * y * y)) := by
  have h2 : Jet (Y ^ 2) 0 0 (y * y) 0 (y * z + z * y) := by
    simpa [pow_two] using hY.mul hY
  have h3 : Jet (Y ^ 3) 0 0 0 (y * y * y) 0 := by
    simpa [pow_succ] using h2.mul hY
  have h4 : Jet (Y ^ 4) 0 0 0 0 (y * y * y * y) := by
    simpa [pow_succ] using h3.mul hY
  obtain ⟨-, a1, a2, a3, a4⟩ := hY
  obtain ⟨-, -, b2, b3, b4⟩ := h2
  obtain ⟨-, -, -, c3, c4⟩ := h3
  obtain ⟨-, -, -, -, d4⟩ := h4
  refine ⟨?_, ?_, ?_, ?_, ?_⟩
  all_goals simp only [fexp, coeff_mk, Finset.sum_range_succ, Finset.sum_range_zero,
    pow_zero, pow_one, a1, a2, a3, a4, b2, b3, b4, c3, c4, d4]
  all_goals norm_num [Nat.factorial, coeff_one]

/-- Coefficients through `t⁴` of the substep `exp(q t Y)` when
`Y = x + t² w + t⁴ v` modulo `t⁵`. -/
theorem jet_step (q : ℚ) {Y : R⟦X⟧} {x w v : R} (hY : Jet Y x 0 w 0 v) :
    Jet (step q Y) 1 (q • x) ((1 / 2 : ℚ) • (q • x * q • x))
      (q • w + (1 / 6 : ℚ) • (q • x * q • x * q • x))
      ((1 / 2 : ℚ) • (q • x * q • w + q • w * q • x)
        + (1 / 24 : ℚ) • (q • x * q • x * q • x * q • x)) := by
  obtain ⟨h0, h1, h2, h3, -⟩ := hY
  have sm : ∀ (m : ℕ) (f : R⟦X⟧), coeff m (q • f) = q • coeff m f := fun _ _ => rfl
  have key : ∀ n : ℕ, coeff (n + 1) (q • (X * Y)) = q • coeff n Y := fun n => by
    rw [sm, coeff_succ_X_mul]
  refine jet_fexp ⟨?_, (key 0).trans (by rw [h0]), (key 1).trans (by rw [h1, smul_zero]),
    (key 2).trans (by rw [h2]), (key 3).trans (by rw [h3, smul_zero])⟩
  rw [sm]
  simp

set_option maxHeartbeats 400000 in
/-- With `D = [B,[A,B]]` and `κ = (2/3)(c - 1/48)`, the scheme minus `exp(t(A+B))` is
`κ D t³ + (κ/2) ((A+B) D + D (A+B)) t⁴` modulo `t⁵`. -/
theorem scheme_defect (c : ℚ) (A B : R) :
    Jet (scheme c A B - propagator A B) 0 0 0
      ((2 / 3 * (c - 1 / 48)) • commut B (commut A B))
      ((2 / 3 * (c - 1 / 48) / 2) •
        ((A + B) * commut B (commut A B) + commut B (commut A B) * (A + B))) := by
  have hC : ∀ x : R, Jet (C x) x 0 0 0 0 := fun x => by simp [Jet, coeff_C]
  have hG : Jet (gradPot c A B) B 0 (c • commut B (commut A B)) 0 0 := by
    simp [Jet, gradPot, coeff_mul_C, coeff_X_pow]
  have a := jet_step (1 / 2) (hC A)
  have b := jet_step (1 / 6) (hC B)
  -- multiply the five substeps
  have hs : Jet (scheme c A B) _ _ _ _ _ :=
    (((b.mul a).mul (jet_step (2 / 3) hG)).mul a).mul b
  have he : Jet (propagator A B) _ _ _ _ _ := jet_step 1 (hC (A + B))
  obtain ⟨s0, s1, s2, s3, s4⟩ := hs
  obtain ⟨e0, e1, e2, e3, e4⟩ := he
  refine ⟨?_, ?_, ?_, ?_, ?_⟩
  all_goals simp only [map_sub, s0, s1, s2, s3, s4, e0, e1, e2, e3, e4]
  -- expand into words in A and B and compare their rational coefficients
  all_goals simp only [commut, mul_add, add_mul, mul_sub, sub_mul, smul_mul_assoc,
    mul_smul_comm, mul_assoc, one_mul, mul_one, smul_zero, mul_zero, zero_mul, zero_add,
    add_zero, smul_add, smul_sub]
  all_goals module

/-- The force-gradient scheme with `C = B + t² [B,[A,B]] / 48` equals `exp(t(A+B))`
modulo `t⁵`. -/
theorem scheme_order_four (A B : R) :
    ∀ n < 5, coeff n (scheme (1 / 48) A B) = coeff n (propagator A B) := by
  obtain ⟨h0, h1, h2, h3, h4⟩ := scheme_defect (1 / 48) A B
  intro n hn
  rw [← sub_eq_zero, ← map_sub]
  interval_cases n
  · exact h0
  · exact h1
  · exact h2
  · rw [h3, sub_self, mul_zero, zero_smul]
  · rw [h4, sub_self, mul_zero, zero_div, zero_smul]

/-- If `[B,[A,B]] ≠ 0` and the scheme has the same `t³` coefficient as `exp(t(A+B))`,
then `c = 1/48`. -/
theorem gradient_coefficient_unique (c : ℚ) (A B : R) (hD : commut B (commut A B) ≠ 0)
    (h : coeff 3 (scheme c A B) = coeff 3 (propagator A B)) : c = 1 / 48 := by
  have h3 := (scheme_defect c A B).2.2.2.1
  rw [map_sub, h, sub_self] at h3
  by_contra hc
  have hk : (2 / 3 * (c - 1 / 48) : ℚ) ≠ 0 :=
    mul_ne_zero (by norm_num) (sub_ne_zero.mpr hc)
  apply hD
  rw [← inv_smul_smul₀ hk (commut B (commut A B)), ← h3, smul_zero]

/-- The Pauli matrix `σx`. -/
def sigmaX : Matrix (Fin 2) (Fin 2) ℚ := !![0, 1; 1, 0]

/-- The Pauli matrix `σz`. -/
def sigmaZ : Matrix (Fin 2) (Fin 2) ℚ := !![1, 0; 0, -1]

/-- For `A = σx`, `B = σz` the double commutator `[B,[A,B]]` is nonzero, and the scheme
with `c = 0` differs from `exp(t(A+B))` by `σx / 18` in the `t³` coefficient. -/
theorem gradient_free_witness :
    commut sigmaZ (commut sigmaX sigmaZ) ≠ 0 ∧
      coeff 3 (scheme 0 sigmaX sigmaZ - propagator sigmaX sigmaZ) = (1 / 18 : ℚ) • sigmaX := by
  have hD : commut sigmaZ (commut sigmaX sigmaZ) = (-4 : ℚ) • sigmaX := by
    ext i j
    fin_cases i <;> fin_cases j <;>
      simp [commut, sigmaX, sigmaZ] <;> norm_num
  constructor
  · rw [hD]
    intro h
    have h01 := congrFun (congrFun h 0) 1
    simp [sigmaX] at h01
  · rw [(scheme_defect 0 sigmaX sigmaZ).2.2.2.1, hD, smul_smul]
    congr 1
    norm_num

end

end ForceGradient
```

```lean
#print axioms ForceGradient.coeff_step_const
#print axioms ForceGradient.scheme_order_four
#print axioms ForceGradient.gradient_coefficient_unique
```

```
'ForceGradient.coeff_step_const' depends on axioms: [propext, Classical.choice, Quot.sound]
'ForceGradient.scheme_order_four' depends on axioms: [propext, Classical.choice, Quot.sound]
'ForceGradient.gradient_coefficient_unique' depends on axioms: [propext, Classical.choice, Quot.sound]
```

### Remarks

**The proof.** `coeff_step_const` shows that $[t^n]e^{qtx}=(qx)^n/n!$ for a constant generator $x$ and every $n$: it writes $(t\,qx)^k=t^k(qx)^k$ using `commute_X`, and `Finset.sum_eq_single n` keeps the one term $k=n$. Later proofs do not call it; it ties `step` and `propagator` to the ordinary exponential series at all orders.

`Jet.mul` is the Cauchy product $[t^n](fg)=\sum_{i+j=n}a_ib_j$ for $n\le4$, where $a_i$ and $b_j$ are the coefficients of $f$ and $g$ and the order of factors is kept. `jet_fexp` is the displayed expansion of $e^{ty+t^3z}$, for any exponent with that form modulo $t^5$: `h2`, `h3`, `h4` are the three powers, each obtained from `Jet.mul`, and `norm_num` evaluates the factorials. `jet_step` applies it to $qtY$ with $Y=x+t^2w+t^4v$ modulo $t^5$ (here `w` and `v` are elements of `R`). Multiplication by $t$ shifts coefficients up by one, which is `key`, so $y=qx$, $z=qw$, and $v$ moves to $t^5$ and drops out.

In `scheme_defect`, `hC` and `hG` give the jets of the generators, and `hs` multiplies the five step jets from left to right. The second `simp only` unfolds `commut`, distributes all products, pulls scalars out and brackets every product to the right, so that each term is a rational multiple of a word. `module` then treats the words as independent and compares their coefficients, which are polynomials in $c$. This is the word count done above; the Simpson and reversal shortcuts are not used, and every word is checked directly. `scheme_order_four` runs through $n=0,\dots,4$ with `interval_cases` and uses $c-\tfrac1{48}=0$. `gradient_coefficient_unique` argues by contradiction and divides by $\kappa$ through `inv_smul_smul₀`. The witness computes `hD`, $D=-4\sigma_x$, entry by entry, reads off the nonzero entry in row 0 and column 1, and inserts `hD` into the $t^3$ component of `scheme_defect`.

**Scope.** The statements are identities between coefficients of formal series for a single step with time-independent $A$ and $B$. Convergence, the size of the $t^5$ term, the accumulated error of many steps and the known obstruction to order above two for products of plain $A$ and $B$ exponentials with positive lengths all lie beyond these theorems. The result bears on imaginary-time propagation, where the factors $e^{-\tau T/2}$ are forward diffusion steps and a negative length would mean backward diffusion, but for unbounded $T$ it supplies only the algebraic order conditions.

**Another model.** One could take $A,B$ in a real Banach algebra, $t\in\mathbb R$, the analytic exponential, and state $\|S(t)-U(t)\|=O(t^5)$ as $t\to0$. That would be an estimate about numerical step sizes, applicable to matrices and bounded operators. Both sides are analytic in $t$ there, so Taylor's theorem would turn the same word count into this estimate, but the setting would exclude algebras without a complete norm, such as differential operators or the free algebra on two letters, which the formal version admits.

**In a calculation.** For one particle of mass $m$ with $T=-\frac{\hbar^2}{2m}\nabla^2$ and a smooth potential $V$, one finds $[T,V]=-\frac{\hbar^2}{2m}\left(\nabla^2V+2\nabla V\cdot\nabla\right)$ and $[V,[T,V]]=\frac{\hbar^2}{m}|\nabla V|^2$, a multiplication operator built from the squared force. In imaginary time $D=-[V,[T,V]]$, so $C=-\tilde V$ with
$$\tilde V=V+\frac{\tau^2\hbar^2}{48\,m}|\nabla V|^2 ;$$
in real time the same substitution gives $C=-i\tilde V/\hbar$ with $\tilde V=V-\frac{t^2}{48m}|\nabla V|^2$. A split-operator code stores $V$ and $\tilde V$ on a grid. One imaginary-time step multiplies the wavefunction pointwise by $e^{-\tau V/6}$, applies $e^{-\tau T/2}$ as the factor $e^{-\tau\hbar^2|\mathbf k|^2/4m}$ at wave vector $\mathbf k$ between a Fourier transform and its inverse, multiplies by $e^{-2\tau\tilde V/3}$, and repeats the kinetic and potential factors. The outer factors of consecutive steps merge into $e^{-\tau V/3}$.

After discretisation the two forms of the correction differ. For a matrix $T_{ij}$ and a diagonal potential with entries $V_i$, the double commutator $[V,[T,V]]$ has entries $-(V_i-V_j)^2\,T_{ij}$ and a zero diagonal. The theorems applied to the grid matrices concern this matrix, and pointwise multiplication by $\frac{\hbar^2}{m}|\nabla V|^2$ approximates its action on smooth vectors.
